# Above the band, decimation of a semi-infinite one-orbital chain converges to its surface self-energy

## Can the growing site energy catch up with E?

I want the response at the end of a semi-infinite tight-binding chain driven at energy $E$, and I describe the chain by three real numbers: a bulk site energy $e$, a surface site energy $s$ and a nearest-neighbour hopping $t$. I start from $e=s=0$ with $E>2t>0$, so $E$ lies above the band. Each decimation step removes every second site and replaces $(e,s,t)$ by

$$\left(e+\frac{2t^2}{E-e},\; s+\frac{t^2}{E-e},\; \frac{t^2}{E-e}\right).$$

What worries me is the denominator. The energy $e$ goes up at every step, so what stops it from reaching $E$? And if the hopping dies out, why should the $s$ that is left over still know about the whole chain?

## The distance to the band edge stays positive

The site energy never reaches $E$, because the hopping shrinks fast enough. The final $s$ knows about the chain because each step is an exact elimination of sites. To see this, the three numbers have to be read as coefficients of equations for amplitudes $\psi_0,\psi_1,\dots$, with a source $f$ on the surface site:

$$(E-s)\psi_0=f+t\psi_1,\qquad (E-e)\psi_{k+1}=t(\psi_k+\psi_{k+2}).$$

**Eliminating the odd sites.** The bulk equation gives $\psi_{2k+1}=\frac{t}{E-e}(\psi_{2k}+\psi_{2k+2})$. Inserted into the surface equation, this yields

$$\left(E-s-\frac{t^2}{E-e}\right)\psi_0=f+\frac{t^2}{E-e}\,\psi_2 .$$

An even bulk site has two odd neighbours, so its energy is shifted twice:

$$\left(E-e-\frac{2t^2}{E-e}\right)\psi_{2k+2}=\frac{t^2}{E-e}(\psi_{2k}+\psi_{2k+4}).$$

These are the old equations with the updated parameters and the same source.

**The denominators.** From here on $t$ is the initial hopping, $(e_n,s_n,t_n)$ are the values after $n$ steps, and $d_n=E-e_n$. Suppose $d_n>2t_n>0$, which holds at $n=0$. Then $t_{n+1}=t_n^2/d_n$ is positive and

$$d_{n+1}-2t_{n+1}=d_n-\frac{4t_n^2}{d_n}=\frac{(d_n-2t_n)(d_n+2t_n)}{d_n}>0 .$$

So the inequality survives every step. It also gives $t_{n+1}<t_n/2$, hence $t_n\le t/2^n\to0$.

**The limit.** Since $d_{n+1}=d_n-2t_{n+1}$ and $t_{n+1}d_n=t_n^2$,

$$d_{n+1}^2-4t_{n+1}^2=d_n^2-4t_{n+1}d_n=d_n^2-4t_n^2 .$$

This quantity therefore keeps its initial value $E^2-4t^2$. The bulk shift is always twice the surface shift, so $e_n=2s_n$. Because $d_n$ is positive, it is the positive root, and

$$s_n=\frac{E-\sqrt{E^2-4t^2+4t_n^2}}{2}\;\longrightarrow\; S=\frac{E-\sqrt{E^2-4t^2}}{2}.$$

**The error.** Put $R=\sqrt{E^2-4t^2}$. Then $S-s_n=(d_n-R)/2$ and $t_n^2=(d_n^2-R^2)/4$, so

$$S-s_{n+1}=\frac{d_n-R}{2}-\frac{d_n^2-R^2}{4d_n}=\frac{(d_n-R)^2}{4d_n}=\frac{(S-s_n)^2}{d_n}.$$

Since $d_n>R>0$, the convergence is quadratic.

**What $S$ means.** After $n$ steps the surface equation reads $(E-s_n)\psi_0=f+t_n\psi_{2^n}$. If the amplitudes are bounded, the last term vanishes in the limit and $(E-S)\psi_0=f$. For $f=1$ the surface amplitude is the surface Green function $1/(E-S)$. The surface site's own energy is zero, so $S$ is the self-energy that it acquires from the rest of the chain. Some restriction on growth is needed: at $E=5/2$, $t=1$, the amplitudes $2^k$ solve the equations with $f=1/2$, yet $(E-S)\psi_0=2$.

**Numbers for $E=5/2$, $t=1$.** Here $R=3/2$ and $S=1/2$. The first steps, rounded where necessary, are:

| $n$ | $d_n$ | $t_n$ | $s_n$ | $S-s_n$ |
|---|---|---|---|---|
| 0 | 2.5 | 1 | 0 | 0.5 |
| 1 | 1.7 | 0.4 | 0.4 | 0.1 |
| 2 | 1.51176 | 0.09412 | 0.49412 | 0.00588 |
| 3 | 1.50005 | 0.00586 | 0.49998 | 0.000023 |

The denominator settles at $R=1.5$, well away from zero. The error law can be read off the rows: $0.5^2/2.5=0.1$ and $0.1^2/1.7\approx0.00588$.

The same argument in Lean 4 with Mathlib:

```lean
import Mathlib

open Filter Topology

noncomputable section

namespace SurfaceDecimation

/-- Parameters of a semi-infinite chain: the site energy in the bulk, the site energy at the
surface, and the hopping between neighbours. -/
structure Chain where
  bulk : ℝ
  surf : ℝ
  hop : ℝ

/-- The amplitudes `ψ` solve the chain equations at energy `E` with a source `f` on the
surface site. -/
structure Solves (E f : ℝ) (c : Chain) (ψ : ℕ → ℝ) : Prop where
  surface : (E - c.surf) * ψ 0 = f + c.hop * ψ 1
  bulk : ∀ k, (E - c.bulk) * ψ (k + 1) = c.hop * (ψ k + ψ (k + 2))

/-- One decimation step at energy `E`, defined for `E` different from the bulk site energy. -/
def decimate (E : ℝ) (c : Chain) : Chain where
  bulk := c.bulk + 2 * c.hop ^ 2 / (E - c.bulk)
  surf := c.surf + c.hop ^ 2 / (E - c.bulk)
  hop := c.hop ^ 2 / (E - c.bulk)

/-- The chain after `n` decimation steps, starting from zero site energies and hopping `t`;
the steps require `E` to differ from each bulk site energy met on the way. -/
def decimated (E t : ℝ) : ℕ → Chain
  | 0 => ⟨0, 0, t⟩
  | n + 1 => decimate E (decimated E t n)

/-- The closed form `(E - √(E² - 4t²)) / 2`, for energies with `E² ≥ 4t²`. -/
def selfEnergy (E t : ℝ) : ℝ := (E - √(E ^ 2 - 4 * t ^ 2)) / 2

/-- If `E` differs from the bulk site energy, eliminating the odd sites leaves amplitudes on the
even sites that solve the equations of the decimated chain with the same source. -/
theorem solves_decimate {E f : ℝ} {c : Chain} {ψ : ℕ → ℝ} (h : E - c.bulk ≠ 0)
    (hψ : Solves E f c ψ) : Solves E f (decimate E c) (fun k => ψ (2 * k)) := by
  -- each site amplitude expressed through its two neighbours
  have hk : ∀ k, ψ (k + 1) = c.hop / (E - c.bulk) * (ψ k + ψ (k + 2)) := by
    intro k
    rw [div_mul_eq_mul_div, eq_div_iff h]
    linear_combination hψ.bulk k
  constructor
  · change (E - (c.surf + c.hop ^ 2 / (E - c.bulk))) * ψ 0
      = f + c.hop ^ 2 / (E - c.bulk) * ψ 2
    have h1 : ψ 1 = c.hop / (E - c.bulk) * (ψ 0 + ψ 2) := hk 0
    linear_combination hψ.surface + c.hop * h1
  · intro k
    change (E - (c.bulk + 2 * c.hop ^ 2 / (E - c.bulk))) * ψ (2 * (k + 1))
      = c.hop ^ 2 / (E - c.bulk) * (ψ (2 * k) + ψ (2 * (k + 2)))
    have e1 : 2 * (k + 1) = 2 * k + 2 := by ring
    have e2 : 2 * (k + 2) = 2 * k + 4 := by ring
    rw [e1, e2]
    have b : (E - c.bulk) * ψ (2 * k + 2) = c.hop * (ψ (2 * k + 1) + ψ (2 * k + 3)) :=
      hψ.bulk (2 * k + 1)
    have a1 : ψ (2 * k + 1) = c.hop / (E - c.bulk) * (ψ (2 * k) + ψ (2 * k + 2)) :=
      hk (2 * k)
    have a3 : ψ (2 * k + 3) = c.hop / (E - c.bulk) * (ψ (2 * k + 2) + ψ (2 * k + 4)) :=
      hk (2 * k + 2)
    linear_combination b + c.hop * a1 + c.hop * a3

/-- A decimation step conserves `(E - e)² - 4t²`, where `e` is the bulk site energy and `t` the
hopping, provided `E ≠ e`. -/
theorem decimate_conserved {E : ℝ} {c : Chain} (h : E - c.bulk ≠ 0) :
    (E - (decimate E c).bulk) ^ 2 - 4 * (decimate E c).hop ^ 2
      = (E - c.bulk) ^ 2 - 4 * c.hop ^ 2 := by
  have hx : c.hop ^ 2 / (E - c.bulk) * (E - c.bulk) = c.hop ^ 2 := div_mul_cancel₀ _ h
  simp only [decimate]
  linear_combination (-4) * hx

/-- For `E > 2t > 0`, after any number of steps the hopping is positive and `E` lies above the
bulk site energy by more than twice the hopping. -/
theorem outside_band {E t : ℝ} (ht : 0 < t) (hE : 2 * t < E) (n : ℕ) :
    0 < (decimated E t n).hop ∧
      2 * (decimated E t n).hop < E - (decimated E t n).bulk := by
  induction n with
  | zero => simpa [decimated] using And.intro ht hE
  | succ n ih =>
    obtain ⟨h0, h1⟩ := ih
    simp only [decimated, decimate]
    generalize decimated E t n = c at h0 h1 ⊢
    have hd : 0 < E - c.bulk := by linarith
    refine ⟨div_pos (pow_pos h0 2) hd, ?_⟩
    have key : c.hop ^ 2 / (E - c.bulk) < (E - c.bulk) / 4 := by
      rw [div_lt_iff₀ hd]
      nlinarith [mul_pos (sub_pos.2 h1) (by linarith : 0 < E - c.bulk + 2 * c.hop)]
    have h2 : 2 * c.hop ^ 2 / (E - c.bulk) = 2 * (c.hop ^ 2 / (E - c.bulk)) := by ring
    linarith

/-- For `E > 2t > 0`, the hopping after `n` steps is at most `t / 2ⁿ`. -/
theorem hop_le {E t : ℝ} (ht : 0 < t) (hE : 2 * t < E) (n : ℕ) :
    (decimated E t n).hop ≤ t * (1 / 2) ^ n := by
  induction n with
  | zero => simp [decimated]
  | succ n ih =>
    obtain ⟨h0, h1⟩ := outside_band ht hE n
    have hd : 0 < E - (decimated E t n).bulk := by linarith
    have key : (decimated E t (n + 1)).hop ≤ (decimated E t n).hop / 2 := by
      change (decimated E t n).hop ^ 2 / (E - (decimated E t n).bulk) ≤ _
      rw [div_le_iff₀ hd]
      nlinarith [mul_pos h0 (sub_pos.2 h1)]
    rw [pow_succ]
    linarith

/-- For `E > 2t > 0`, the bulk site energy is always twice the surface one, and
`(E - e)² - 4t²` keeps its initial value along the whole decimation. -/
theorem invariants {E t : ℝ} (ht : 0 < t) (hE : 2 * t < E) (n : ℕ) :
    (decimated E t n).bulk = 2 * (decimated E t n).surf ∧
      (E - (decimated E t n).bulk) ^ 2 - 4 * (decimated E t n).hop ^ 2
        = E ^ 2 - 4 * t ^ 2 := by
  induction n with
  | zero => simp [decimated]
  | succ n ih =>
    obtain ⟨h0, h1⟩ := outside_band ht hE n
    have hd : E - (decimated E t n).bulk ≠ 0 := by linarith
    refine ⟨?_, (decimate_conserved hd).trans ih.2⟩
    simp only [decimated, decimate]
    linear_combination ih.1

/-- For `E > 2t > 0`, all denominators of the decimation are positive, the hopping tends to
zero, and the surface site energy tends to `(E - √(E² - 4t²)) / 2`. -/
theorem decimation_converges {E t : ℝ} (ht : 0 < t) (hE : 2 * t < E) :
    (∀ n, 0 < E - (decimated E t n).bulk) ∧
      Tendsto (fun n => (decimated E t n).hop) atTop (𝓝 0) ∧
      Tendsto (fun n => (decimated E t n).surf) atTop (𝓝 (selfEnergy E t)) := by
  have hpos : ∀ n, 0 < E - (decimated E t n).bulk := fun n => by
    obtain ⟨h0, h1⟩ := outside_band ht hE n
    linarith
  have hhop : Tendsto (fun n => (decimated E t n).hop) atTop (𝓝 0) := by
    have hg : Tendsto (fun n : ℕ => t * (1 / 2 : ℝ) ^ n) atTop (𝓝 0) := by
      simpa using (tendsto_pow_atTop_nhds_zero_of_lt_one
        (by norm_num : (0 : ℝ) ≤ 1 / 2) (by norm_num)).const_mul t
    exact squeeze_zero (fun n => (outside_band ht hE n).1.le) (hop_le ht hE) hg
  refine ⟨hpos, hhop, ?_⟩
  -- the conserved quantity makes the surface energy a continuous function of the hopping
  have hs : ∀ n, (decimated E t n).surf
      = (E - √(E ^ 2 - 4 * t ^ 2 + 4 * (decimated E t n).hop ^ 2)) / 2 := by
    intro n
    obtain ⟨hb, hc⟩ := invariants ht hE n
    have hq : E ^ 2 - 4 * t ^ 2 + 4 * (decimated E t n).hop ^ 2
        = (E - (decimated E t n).bulk) ^ 2 := by linarith
    rw [hq, Real.sqrt_sq (hpos n).le]
    linarith
  have hcont : Continuous (fun x : ℝ => (E - √(E ^ 2 - 4 * t ^ 2 + 4 * x ^ 2)) / 2) := by
    fun_prop
  have hlim := (hcont.tendsto 0).comp hhop
  have h0 : (E - √(E ^ 2 - 4 * t ^ 2 + 4 * (0 : ℝ) ^ 2)) / 2 = selfEnergy E t := by
    simp [selfEnergy]
  rw [h0] at hlim
  exact hlim.congr (fun n => (hs n).symm)

/-- For `E > 2t > 0`, the error of the surface site energy after a step is the square of the
previous error divided by the current denominator. -/
theorem error_squares {E t : ℝ} (ht : 0 < t) (hE : 2 * t < E) (n : ℕ) :
    selfEnergy E t - (decimated E t (n + 1)).surf
      = (selfEnergy E t - (decimated E t n).surf) ^ 2 / (E - (decimated E t n).bulk) := by
  have hd := ((decimation_converges ht hE).1 n).ne'
  obtain ⟨hb, hc⟩ := invariants ht hE n
  have hR : √(E ^ 2 - 4 * t ^ 2) ^ 2 = E ^ 2 - 4 * t ^ 2 :=
    Real.sq_sqrt (by nlinarith)
  have hS : selfEnergy E t - (decimated E t n).surf
      = (E - (decimated E t n).bulk - √(E ^ 2 - 4 * t ^ 2)) / 2 := by
    unfold selfEnergy
    linarith
  have hx := div_mul_cancel₀ ((decimated E t n).hop ^ 2) hd
  rw [eq_div_iff hd]
  simp only [decimated, decimate]
  rw [← sub_sub, sub_mul, hx, hS]
  linear_combination (1 / 4) * hc - (1 / 4) * hR

/-- For `E > 2t > 0`, a bounded amplitude on the chain with zero site energies, hopping `t` and
source `f` at the surface obeys `(E - S) ψ₀ = f`, where `S` is the limit of the decimated surface
site energy. -/
theorem surface_response {E t f B : ℝ} {ψ : ℕ → ℝ} (ht : 0 < t) (hE : 2 * t < E)
    (hψ : Solves E f ⟨0, 0, t⟩ ψ) (hB : ∀ k, |ψ k| ≤ B) :
    (E - selfEnergy E t) * ψ 0 = f := by
  obtain ⟨hpos, hhop, hsurf⟩ := decimation_converges ht hE
  -- after n steps only every 2ⁿ-th site is left
  have hn : ∀ n, Solves E f (decimated E t n) (fun k => ψ (2 ^ n * k)) := by
    intro n
    induction n with
    | zero => simpa [decimated] using hψ
    | succ n ih =>
      have hfun : (fun k => ψ (2 ^ (n + 1) * k)) = fun k => ψ (2 ^ n * (2 * k)) := by
        funext k
        rw [pow_succ, mul_assoc]
      rw [hfun]
      exact solves_decimate (hpos n).ne' ih
  have hzero : Tendsto (fun n => (decimated E t n).hop * ψ (2 ^ n * 1)) atTop (𝓝 0) := by
    refine squeeze_zero_norm (a := fun n => (decimated E t n).hop * B) (fun n => ?_) ?_
    · have h0 := (outside_band ht hE n).1
      rw [Real.norm_eq_abs, abs_mul, abs_of_pos h0]
      exact mul_le_mul_of_nonneg_left (hB _) h0.le
    · simpa using hhop.mul_const B
  have hright : Tendsto (fun n => f + (decimated E t n).hop * ψ (2 ^ n * 1)) atTop (𝓝 f) := by
    simpa using hzero.const_add f
  have hleft := (hsurf.const_sub E).mul_const (ψ 0)
  refine tendsto_nhds_unique hleft (hright.congr (fun n => ?_))
  have h := (hn n).surface
  simp only [mul_zero] at h
  exact h.symm

/-- At `E = 5/2`, with zero site energies and hopping `1`, the amplitudes `(1/2)ᵏ` are bounded by
one and solve the chain equations with source `2`. -/
theorem surface_response_witness :
    Solves (5 / 2) 2 ⟨0, 0, 1⟩ (fun k => (1 / 2 : ℝ) ^ k) ∧
      ∀ k : ℕ, |(1 / 2 : ℝ) ^ k| ≤ 1 := by
  refine ⟨⟨by norm_num, fun k => ?_⟩, fun k => ?_⟩
  · simp only [pow_add]
    ring
  · rw [abs_of_nonneg (by positivity)]
    exact pow_le_one₀ (by norm_num) (by norm_num)

end SurfaceDecimation
```

```lean
#print axioms SurfaceDecimation.decimation_converges
#print axioms SurfaceDecimation.error_squares
#print axioms SurfaceDecimation.surface_response
```

```
'SurfaceDecimation.decimation_converges' depends on axioms: [propext, Classical.choice, Quot.sound]
'SurfaceDecimation.error_squares' depends on axioms: [propext, Classical.choice, Quot.sound]
'SurfaceDecimation.surface_response' depends on axioms: [propext, Classical.choice, Quot.sound]
```

### What the Lean statements say about the chain

A `Chain` holds the three parameters, with `bulk` for $e$, `surf` for $s$ and `hop` for the hopping. `Solves E f c ψ` says that the real amplitudes `ψ` satisfy the surface equation and all bulk equations. Its field `bulk` is an equation, whereas the field `bulk` of `Chain` is an energy. The amplitudes are a driven response, so no normalisation is imposed. The sign convention is that the hopping enters the Hamiltonian as $+t$.

`decimate` is one step, and `decimated E t n` is the chain after $n$ steps from $(0,0,t)$; the argument `t` always means the initial hopping. `selfEnergy E t` is by definition only the closed form $S$. Its physical role comes from `surface_response`.

The hypotheses `0 < t` and `2 * t < E` place $E$ strictly above the band $[-2t,2t]$. Under them, `decimation_converges` states three things: every denominator is positive, the hopping tends to zero, and the surface energy tends to $S$. `error_squares` is the error law for every $n$, including $n=0$. `surface_response` takes a given amplitude, bounded by some `B`, and concludes $(E-S)\psi_0=f$. It does not construct such an amplitude; `surface_response_witness` exhibits one, $(1/2)^k$ with source 2, at the energy and hopping of the table.

Recursions of this type supply surface Green functions and lead self-energies in electronic-structure and transport calculations; the result here concerns a non-interacting chain with one orbital per site at real energy above the band. Energies inside the band, where one works with a small imaginary part, need a separate argument. The model keeps a single orbital per layer; when a layer of an electrode is described by several orbitals, the site energies and the hopping become matrices, which the proof here does not cover.

### How the lemmas carry the argument

`solves_decimate` is the elimination. Its auxiliary `hk` solves the bulk equation for one site, and `linear_combination` adds the equations with the same multipliers as above. It needs only $E\ne e$, not the band condition.

`outside_band` proves $d_n>2t_n>0$ by induction. There `nlinarith` is given the product $(d_n-2t_n)(d_n+2t_n)$, the factorisation that keeps the gap positive. `hop_le` turns the halving into the bound $t/2^n$.

`decimate_conserved` is the conservation law for a single step, and `invariants` carries it along the iteration together with $e_n=2s_n$. In the docstrings of both, the $t$ in $(E-e)^2-4t^2$ is the current hopping, which changes from step to step, and not the initial one.

In `decimation_converges`, the hopping is squeezed between zero and the geometric bound. The equation `hs` then writes $s_n$ as a function of $t_n$, with `Real.sqrt_sq` using the positive denominator to select the root. Continuity of that function, found by `fun_prop`, gives the limit.

`error_squares` multiplies out the denominator and finishes with the conserved quantity and $R^2=E^2-4t^2$.

Finally, `surface_response` iterates the elimination, so that site $k$ of the $n$-th chain is site $2^nk$ of the original. The bound `B` sends $t_n\psi_{2^n}$ to zero. Both sides of the surface equation now have limits, and `tendsto_nhds_unique` equates them.
